# Olver's error bound for a Volterra equation, applied to a growing wave under a barrier

A particle of energy $E$ is under a barrier whose height $V$ stays near a constant $V_0>E$. With length measured in units of $\hbar/\sqrt{2m(V_0-E)}$, its wave function $w$ obeys

$$w''=(1+\varphi)\,w,\qquad \varphi=\frac{V-V_0}{V_0-E}.$$

For $\varphi=0$ one solution is $e^{x-a}$. How far can the true solution with the same value and slope at $a$ drift from it? For a smooth barrier with $V>E$ throughout, the Liouville transformation leads to an equation of the same form in new variables, with a different $\varphi$; the growing exponential there corresponds to the Liouville–Green (WKB) approximation, hence the names in the code. Here the equation is taken in that form from the start.

The general bound holds for real or complex functions, so `𝕜` stands for either field.

In Lean 4 with Mathlib:

```lean
import Mathlib

open MeasureTheory Set

namespace OlverBound

noncomputable section

variable {𝕜 : Type*} [RCLike 𝕜]
```

## The error as a solution of an integral equation

Write the true solution as the approximation times $1+e$. For a suitable kernel $K$, computed below for the barrier, the relative error $e$ then satisfies, for $x\in[a,b]$,

$$e(x)=\int_a^x K(x,t)\,\varphi(t)\,(1+e(t))\,dt .$$

The definition also requires the integrand to be integrable. For continuous $\varphi$ and $e$, joint continuity of $K$ would supply this, and it is not otherwise needed.

```lean
/-- The Volterra equation `e(x) = ∫ₐˣ K(x,t) φ(t) (1 + e(t)) dt` on `[a,b]`, with an
integrable integrand, for the relative error `e` of an approximate wave function. -/
def IsRelativeError (K : ℝ → ℝ → 𝕜) (φ : ℝ → 𝕜) (a b : ℝ) (e : ℝ → 𝕜) : Prop :=
  ∀ x ∈ Icc a b, IntervalIntegrable (fun t => K x t * φ t * (1 + e t)) volume a x ∧
    e x = ∫ t in a..x, K x t * φ t * (1 + e t)
```

The proposed bound is $B(x)=\exp\!\big(k\int_a^x|\varphi|\big)-1$, where $k$ bounds $|K|$.

```lean
/-- Olver's error bound `exp(k ∫ₐˣ |φ|) - 1`. -/
def olverBound (k : ℝ) (φ : ℝ → 𝕜) (a x : ℝ) : ℝ :=
  Real.exp (k * ∫ t in a..x, ‖φ t‖) - 1
```

## From an integral inequality to an exponential

Let $p\ge0$, $k\ge0$ and $u(x)\le kG(x)$, where $G(x)=\int_a^x p(1+u)$ and $P(x)=\int_a^x p$. Then

$$\frac{d}{dx}\Big[(1+kG)e^{-kP}\Big]=k\,p\,e^{-kP}(u-kG)\le 0 .$$

The bracket equals 1 at $a$, so $1+kG\le e^{kP}$, and hence $u\le kG\le e^{kP}-1$. In the code `hD` is this derivative and `hanti` the resulting monotonicity.

```lean
/-- Grönwall step: for continuous `p ≥ 0`, continuous `u` and `k ≥ 0`, the inequality
`u(x) ≤ k ∫ₐˣ p (1 + u)` on `[a,b]` implies `u(x) ≤ exp(k ∫ₐˣ p) - 1` there. -/
theorem gronwall_step {p u : ℝ → ℝ} {a b k : ℝ} (hp : Continuous p) (hu : Continuous u)
    (hp0 : ∀ t, 0 ≤ p t) (hk : 0 ≤ k)
    (h : ∀ x ∈ Icc a b, u x ≤ k * ∫ t in a..x, p t * (1 + u t)) :
    ∀ x ∈ Icc a b, u x ≤ Real.exp (k * ∫ t in a..x, p t) - 1 := by
  obtain ⟨P, hPdef⟩ : ∃ P : ℝ → ℝ, P = fun y => ∫ t in a..y, p t := ⟨_, rfl⟩
  obtain ⟨G, hGdef⟩ : ∃ G : ℝ → ℝ, G = fun y => ∫ t in a..y, p t * (1 + u t) := ⟨_, rfl⟩
  have hP : ∀ x, HasDerivAt P (p x) x := by
    intro x
    rw [hPdef]
    exact (hp.integral_hasStrictDerivAt a x).hasDerivAt
  have hG : ∀ x, HasDerivAt G (p x * (1 + u x)) x := by
    intro x
    rw [hGdef]
    have hc : Continuous (fun t => p t * (1 + u t)) := by fun_prop
    exact (hc.integral_hasStrictDerivAt a x).hasDerivAt
  have hPa : P a = 0 := by simp [hPdef]
  have hGa : G a = 0 := by simp [hGdef]
  have huG : ∀ x ∈ Icc a b, u x ≤ k * G x := by
    intro x hx
    rw [hGdef]
    exact h x hx
  -- the integrating factor turns the inequality into monotonicity
  have hD : ∀ x, HasDerivAt (fun y => (1 + k * G y) * Real.exp (-(k * P y)))
      (k * p x * Real.exp (-(k * P x)) * (u x - k * G x)) x := fun x =>
    ((((hG x).const_mul k).const_add 1).fun_mul
      (((hP x).const_mul k).fun_neg.exp)).congr_deriv (by ring)
  have hanti : AntitoneOn (fun y => (1 + k * G y) * Real.exp (-(k * P y))) (Icc a b) := by
    apply antitoneOn_of_deriv_nonpos (convex_Icc a b)
    · exact fun x _ => (hD x).continuousAt.continuousWithinAt
    · exact fun x _ => (hD x).differentiableAt.differentiableWithinAt
    · intro x hx
      rw [(hD x).deriv]
      have h1 := huG x (interior_subset hx)
      have h2 : 0 ≤ k * p x * Real.exp (-(k * P x)) :=
        mul_nonneg (mul_nonneg hk (hp0 x)) (Real.exp_pos _).le
      exact mul_nonpos_of_nonneg_of_nonpos h2 (by linarith)
  intro x hx
  have h1 : (1 + k * G x) * Real.exp (-(k * P x)) ≤ 1 := by
    have h2 := hanti ⟨le_rfl, hx.1.trans hx.2⟩ hx hx.1
    simpa [hPa, hGa] using h2
  have h3 : 1 + k * G x ≤ Real.exp (k * P x) := by
    have h4 := mul_le_mul_of_nonneg_right h1 (Real.exp_pos (k * P x)).le
    rwa [mul_assoc, ← Real.exp_add, neg_add_cancel, Real.exp_zero, mul_one, one_mul] at h4
  have h5 : u x ≤ Real.exp (k * P x) - 1 := by linarith [huG x hx]
  rw [hPdef] at h5
  exact h5
```

Taking absolute values under the integral gives

$$|e(x)|\le k\int_a^x|\varphi(t)|\,(1+|e(t)|)\,dt,$$

which is the previous inequality with $p=|\varphi|$ and $u=|e|$. The condition $k\ge0$ follows from $|K(a,a)|\le k$.

The theorem assumes that $\varphi$ and $e$ are continuous on $[a,b]$ and that $|K(x,t)|\le k$ for $a\le t\le x\le b$. The solution $e$ is given, not constructed. Since the Grönwall step wants functions continuous on the whole line, the proof replaces $t$ by $c(t)=\max(a,\min(b,t))$, which changes nothing on $[a,b]$.

```lean
/-- Olver's bound: if `φ` and `e` are continuous on `[a,b]`, `|K(x,t)| ≤ k` for
`a ≤ t ≤ x ≤ b`, and `e` solves the Volterra equation, then
`|e(x)| ≤ exp(k ∫ₐˣ |φ|) - 1` on `[a,b]`. -/
theorem olver_bound {K : ℝ → ℝ → 𝕜} {φ e : ℝ → 𝕜} {a b k : ℝ}
    (hφ : ContinuousOn φ (Icc a b)) (he : ContinuousOn e (Icc a b))
    (hK : ∀ x ∈ Icc a b, ∀ t ∈ Icc a x, ‖K x t‖ ≤ k)
    (hsol : IsRelativeError K φ a b e) {x : ℝ} (hx : x ∈ Icc a b) :
    ‖e x‖ ≤ olverBound k φ a x := by
  have hab : a ≤ b := hx.1.trans hx.2
  have hk : 0 ≤ k := (norm_nonneg _).trans (hK a ⟨le_rfl, hab⟩ a ⟨le_rfl, le_rfl⟩)
  -- clamping the argument extends functions on [a,b] continuously to the line
  obtain ⟨c, hc, hcm, hcid⟩ : ∃ c : ℝ → ℝ, Continuous c ∧ (∀ t, c t ∈ Icc a b) ∧
      ∀ t ∈ Icc a b, c t = t :=
    ⟨fun t => max a (min b t), by fun_prop,
      fun t => ⟨le_max_left _ _, max_le hab (min_le_left _ _)⟩,
      fun t ht => by
        show max a (min b t) = t
        rw [min_eq_right ht.2, max_eq_right ht.1]⟩
  have hp : Continuous (fun t => ‖φ (c t)‖) := (hφ.comp_continuous hc hcm).norm
  have hu : Continuous (fun t => ‖e (c t)‖) := (he.comp_continuous hc hcm).norm
  have hineq : ∀ y ∈ Icc a b,
      ‖e (c y)‖ ≤ k * ∫ t in a..y, ‖φ (c t)‖ * (1 + ‖e (c t)‖) := by
    intro y hy
    rw [hcid y hy, (hsol y hy).2, ← intervalIntegral.integral_const_mul]
    apply intervalIntegral.norm_integral_le_of_norm_le hy.1
    · refine Filter.Eventually.of_forall fun t ht => ?_
      rw [hcid t ⟨ht.1.le, ht.2.trans hy.2⟩, norm_mul, norm_mul, mul_assoc]
      have h1 : ‖1 + e t‖ ≤ 1 + ‖e t‖ := (norm_add_le _ _).trans (by simp)
      exact mul_le_mul (hK y hy t ⟨ht.1.le, ht.2⟩)
        (mul_le_mul_of_nonneg_left h1 (norm_nonneg _)) (by positivity) hk
    · exact (continuous_const.mul (hp.mul (continuous_const.add hu))).intervalIntegrable _ _
  have key := gronwall_step hp hu (fun _ => norm_nonneg _) hk hineq x hx
  have hint : ∫ t in a..x, ‖φ (c t)‖ = ∫ t in a..x, ‖φ t‖ := by
    apply intervalIntegral.integral_congr
    intro t ht
    rw [uIcc_of_le hx.1] at ht
    show ‖φ (c t)‖ = ‖φ t‖
    rw [hcid t ⟨ht.1, ht.2.trans hx.2⟩]
  rw [hint, hcid x hx] at key
  exact key
```

For a constant kernel $k$ and continuous $\varphi\ge0$, the bound satisfies $B'=k\varphi(1+B)$ and $B(a)=0$. Integration shows that $B$ itself solves the Volterra equation. For $k\ge0$ the estimate is therefore attained.

```lean
/-- For a constant kernel `k` and a continuous `φ ≥ 0`, the function `olverBound k φ a` is itself a
solution of the Volterra equation. -/
theorem olverBound_isRelativeError (k : ℝ) {φ : ℝ → ℝ} (hφ : Continuous φ)
    (h0 : ∀ t, 0 ≤ φ t) (a b : ℝ) :
    IsRelativeError (fun _ _ => k) φ a b (olverBound k φ a) := by
  have hE : ∀ x, HasDerivAt (olverBound k φ a) (k * φ x * (1 + olverBound k φ a x)) x := by
    intro x
    have h1 := (hφ.norm.integral_hasStrictDerivAt a x).hasDerivAt
    refine ((h1.const_mul k).exp.sub_const 1).congr_deriv ?_
    rw [Real.norm_of_nonneg (h0 x)]
    unfold olverBound
    ring
  have hc : Continuous (olverBound k φ a) :=
    continuous_iff_continuousAt.2 fun x => (hE x).continuousAt
  intro x _
  have hi : IntervalIntegrable (fun t => k * φ t * (1 + olverBound k φ a t)) volume a x :=
    ((continuous_const.mul hφ).mul (continuous_const.add hc)).intervalIntegrable _ _
  refine ⟨hi, ?_⟩
  have h2 := intervalIntegral.integral_eq_sub_of_hasDerivAt (fun t _ => hE t) hi
  have ha : olverBound k φ a a = 0 := by simp [olverBound]
  rw [ha, sub_zero] at h2
  exact h2.symm
```

## The kernel of the barrier problem

For the barrier equation the kernel is

$$K(x,t)=\tfrac12\big(1-e^{-2(x-t)}\big).$$

```lean
/-- The Liouville-Green kernel `(1 - exp(-2(x - t))) / 2`. -/
def lgKernel (x t : ℝ) : ℝ := (1 - Real.exp (-2 * (x - t))) / 2
```

The error is measured relative to the approximation: $e(x)=w(x)e^{a-x}-1$.

```lean
/-- The relative error `w(x) / exp(x - a) - 1` of the growing exponential `exp(x - a)` as an
approximation to `w`. -/
def lgError (w : ℝ → ℝ) (a x : ℝ) : ℝ := w x * Real.exp (a - x) - 1
```

For $t\le x$ the exponential in $K$ lies in $(0,1]$, so $0\le K<\tfrac12$ and $k=\tfrac12$ will do.

```lean
/-- For `t ≤ x` the Liouville-Green kernel is at most `1/2` in absolute value. -/
theorem abs_lgKernel_le {x t : ℝ} (h : t ≤ x) : |lgKernel x t| ≤ 1 / 2 := by
  have h1 := Real.exp_pos (-2 * (x - t))
  have h2 : Real.exp (-2 * (x - t)) ≤ 1 := Real.exp_le_one_iff.2 (by linarith)
  unfold lgKernel
  rw [abs_le]
  constructor <;> linarith
```

To derive the Volterra equation, put $v=w'$, take $w(a)=v(a)=1$, and fix $x$. Consider

$$F(t)=K(x,t)\,(v-w)\,e^{a-t}+w\,e^{a-t}.$$

Using $\partial_tK=2K-1$ and $v'=(1+\varphi)w$,

$$\begin{aligned}F'&=e^{a-t}\big[(2K-1)(v-w)+K(\varphi w-2(v-w))+(v-w)\big]\\&=K\varphi\,w\,e^{a-t}=K\varphi(1+e).\end{aligned}$$

Since $K(x,x)=0$ and $v(a)=w(a)=1$, we have $F(x)-F(a)=w(x)e^{a-x}-1=e(x)$. In the code `hF` is the derivative of $F$, and the fundamental theorem of calculus finishes the argument. The derivatives in `hw` and `hv` are two-sided, even at $a$ and $b$.

```lean
/-- If `w'' = (1 + φ) w` on `[a,b]` with `φ` continuous and `w(a) = w'(a) = 1`, the relative
error of `exp(x - a)` solves the Volterra equation with the Liouville-Green kernel. -/
theorem lgError_isRelativeError {w v φ : ℝ → ℝ} {a b : ℝ} (hφ : ContinuousOn φ (Icc a b))
    (hw : ∀ t ∈ Icc a b, HasDerivAt w (v t) t)
    (hv : ∀ t ∈ Icc a b, HasDerivAt v ((1 + φ t) * w t) t)
    (hwa : w a = 1) (hva : v a = 1) :
    IsRelativeError lgKernel φ a b (lgError w a) := by
  intro x hx
  have hsub : uIcc a x ⊆ Icc a b := by
    rw [uIcc_of_le hx.1]
    exact Icc_subset_Icc_right hx.2
  have hcw : ContinuousOn w (Icc a b) := fun t ht =>
    (hw t ht).continuousAt.continuousWithinAt
  have hcK : Continuous (fun t => lgKernel x t) := by
    unfold lgKernel
    fun_prop
  have hcE : Continuous (fun t : ℝ => Real.exp (a - t)) := by fun_prop
  have hi : IntervalIntegrable (fun t => lgKernel x t * φ t * (1 + lgError w a t))
      volume a x := by
    apply ContinuousOn.intervalIntegrable
    exact ((hcK.continuousOn.mul hφ).mul (continuousOn_const.add
      ((hcw.mul hcE.continuousOn).sub continuousOn_const))).mono hsub
  refine ⟨hi, ?_⟩
  -- an exact antiderivative of the integrand
  have hF : ∀ t ∈ uIcc a x, HasDerivAt
      (fun s => lgKernel x s * ((v s - w s) * Real.exp (a - s)) + w s * Real.exp (a - s))
      (lgKernel x t * φ t * (1 + lgError w a t)) t := by
    intro t ht
    have hK : HasDerivAt (fun s => lgKernel x s) (-Real.exp (-2 * (x - t))) t :=
      (((((hasDerivAt_id' t).const_sub x).const_mul (-2)).exp.const_sub 1).div_const
        2).congr_deriv (by ring)
    have hE : HasDerivAt (fun s => Real.exp (a - s)) (-Real.exp (a - t)) t :=
      ((hasDerivAt_id' t).const_sub a).exp.congr_deriv (by ring)
    have h1 := hw t (hsub ht)
    have h2 := hv t (hsub ht)
    refine ((hK.fun_mul ((h2.fun_sub h1).fun_mul hE)).fun_add
      (h1.fun_mul hE)).congr_deriv ?_
    unfold lgKernel lgError
    ring
  rw [intervalIntegral.integral_eq_sub_of_hasDerivAt hF hi]
  simp [lgKernel, lgError, hwa, hva]
```

## The bound for the wave function

Combining the two results gives

$$\big|w(x)e^{a-x}-1\big|\le\exp\!\Big(\tfrac12\int_a^x|\varphi(t)|\,dt\Big)-1 .$$

For one particle in one dimension, with real $w$ and matched data at $a$, this estimates the error of the growing exponential from the potential and the energy, without solving for $w$.

```lean
/-- Liouville-Green error bound: if `w'' = (1 + φ) w` on `[a,b]` with `φ` continuous and
`w(a) = w'(a) = 1`, the relative error of `exp(x - a)` is at most `exp(½ ∫ₐˣ |φ|) - 1`. -/
theorem liouville_green_bound {w v φ : ℝ → ℝ} {a b : ℝ} (hφ : ContinuousOn φ (Icc a b))
    (hw : ∀ t ∈ Icc a b, HasDerivAt w (v t) t)
    (hv : ∀ t ∈ Icc a b, HasDerivAt v ((1 + φ t) * w t) t)
    (hwa : w a = 1) (hva : v a = 1) {x : ℝ} (hx : x ∈ Icc a b) :
    |lgError w a x| ≤ Real.exp (1 / 2 * ∫ t in a..x, |φ t|) - 1 := by
  have hcE : Continuous (fun t : ℝ => Real.exp (a - t)) := by fun_prop
  have hcw : ContinuousOn w (Icc a b) := fun t ht =>
    (hw t ht).continuousAt.continuousWithinAt
  have he : ContinuousOn (lgError w a) (Icc a b) :=
    (hcw.mul hcE.continuousOn).sub continuousOn_const
  exact olver_bound hφ he (fun _ _ _ ht => abs_lgKernel_le ht.2)
    (lgError_isRelativeError hφ hw hv hwa hva) hx

end

end OlverBound
```

The slope condition $w'(a)=1$ is needed. Take $\varphi=0$ and $w(x)=\cosh(x-a)$, so that $w(a)=1$ but $w'(a)=0$. The right-hand side is zero, while the error is $\tfrac12(e^{-2(x-a)}-1)$, which is nonzero for every $x>a$. Physically, the initial data have mixed in the decaying exponential.

```lean
#print axioms OlverBound.olverBound_isRelativeError
#print axioms OlverBound.liouville_green_bound
```

```
'OlverBound.olverBound_isRelativeError' depends on axioms: [propext, Classical.choice, Quot.sound]
'OlverBound.liouville_green_bound' depends on axioms: [propext, Classical.choice, Quot.sound]
```
